# The Mott ratio and the Lorenz ratio for a symmetric finite window and a linear transport function

In a conductor at temperature $T$, the electronic part of charge and heat transport comes from states within a thermal window around the chemical potential $\mu$. In linear response, for independent electrons described by the Boltzmann equation with an energy-dependent relaxation time (elastic scattering, no phonon drag), the conductivity, the thermopower and the electronic thermal conductivity are all built from integrals over energy of a transport function $s$, which collects density of states, velocity and scattering time, multiplied by the power 0, 1 or 2 of $E-\mu$ and by the window $-\partial n_F/\partial E$, where $n_F(E)$ is the Fermi function. This window is even in $E-\mu$ and integrates to one. The question is what these two properties fix when $s$ is linear across the window. It bears on transport coefficients computed from a band structure on an energy grid, in the simplified case of a finite grid symmetric about $\mu$ and a two-parameter transport function.

The Mott formula and the Wiedemann–Franz law include the continuous Fermi window, the Sommerfeld expansion for a general smooth $s$, and the value $\pi^2 (k_B T)^2/3$ of the second moment; the result below has none of these and leaves the second moment as a symbol.

## The claim

Finitely many levels $i$ carry energies $x_i$, measured from $\mu$, and weights $w_i$ with $\sum_i w_i = 1$. A permutation $\sigma$ of the levels satisfies $w_{\sigma i} = w_i$ and $x_{\sigma i} = -x_i$. Define
$$m_k = \sum_i w_i x_i^k, \qquad L_n = \sum_i w_i\, x_i^n\, s(x_i).$$
For $s(x) = s_0 + s_1 x$ with $s_0 \neq 0$, one has $L_0 \neq 0$ and
$$\frac{L_1}{L_0} = \frac{m_2 s_1}{s_0}, \qquad \frac{L_2}{L_0} - \left(\frac{L_1}{L_0}\right)^2 = m_2 - \left(\frac{m_2 s_1}{s_0}\right)^2 .$$

## Derivation by hand

Let $f$ be odd and $A = \sum_i w_i f(x_i)$. Because $\sigma$ is a bijection, relabelling gives $\sum_i w_{\sigma i} f(x_{\sigma i}) = A$. Term by term, $w_{\sigma i} f(x_{\sigma i}) = w_i f(-x_i) = -w_i f(x_i)$, so the same sum is $-A$. Hence $A = 0$, and with $f(x) = x^k$ every odd moment vanishes.

For linear $s$, expanding the summand gives $L_n = s_0 m_n + s_1 m_{n+1}$. With $m_0 = 1$ and $m_1 = m_3 = 0$,
$$L_0 = s_0, \qquad L_1 = s_1 m_2, \qquad L_2 = s_0 m_2 .$$
Dividing by $s_0$ gives $L_1/L_0 = m_2 s_1/s_0$ and $L_2/L_0 = m_2$, which is the claim.

For $s_0 > 0$, $\frac{d}{dx}\ln s\,\big|_{x=0} = s_1/s_0$, so $L_1/L_0 = m_2\,(\ln s)'(0)$, the Mott form. The second combination is $m_2$ minus a square, so it is at most $m_2$, with equality exactly when $m_2 s_1 = 0$.

For carriers of charge $-e$ set $\sigma_{\rm el} = e^2 L_0$, $S = -L_1/(eTL_0)$ and $\kappa = (L_2 - L_1^2/L_0)/T$. Then $eTS = -m_2 s_1/s_0$. Further, $\kappa = s_0\,[m_2 - (m_2 s_1/s_0)^2]/T = s_0\,[m_2 - (eTS)^2]/T$, and multiplying and dividing by $e^2T^2$ gives
$$\kappa = \left(\frac{m_2}{(eT)^2} - S^2\right)\sigma_{\rm el}\, T .$$

If $a_i = w_i s(x_i) \ge 0$ on every level, the Cauchy–Schwarz inequality for the vectors $\sqrt{a_i}$ and $\sqrt{a_i}\,x_i$ reads $L_1^2 \le L_0 L_2$ for any $s$. For linear $s$ in the normalised symmetric window this becomes $(m_2 s_1)^2 \le m_2 s_0^2$.

The following checks were done by hand and have no counterpart among the Lean theorems. Without symmetry, a single level with $w = 1$, $x = 1$ and constant $s \neq 0$ has $L_1/L_0 = 1$ although $s_1 = 0$. Without normalisation, but with $m_0 \neq 0$, $m_2$ is replaced by $m_2/m_0$ in both ratios. On the window with weights $\tfrac14, \tfrac12, \tfrac14$ at energies $-1, 0, 1$, where $m_2 = \tfrac12$, the nonlinear $s = 1 + x^3$ has zero slope at the origin but $L_1/L_0 = \tfrac12$, and $s = 1 + 2x$, which is negative at $x = -1$, violates the slope bound since $(m_2 s_1)^2 = 1 > \tfrac12$.

## Formal development

### The model

```lean
import Mathlib

open Finset

namespace MottWiedemannFranz

noncomputable section
```

The levels form an index type `ι`, finite in every sum below; `w` and `x` are real functions on it. The structure `IsSymmetricWindow` holds the two symmetry conditions for a permutation `σ : Equiv.Perm ι`. It does not require $\sigma^2 = 1$, so involutions are a special case, and it does not require $w_i \ge 0$. The symmetry is assumed and is not derived from the Fermi function. It concerns the window only: the transport function need not be even in energy, so the thermopower need not vanish.

```lean
/-- Particle-hole symmetry of a discrete thermal window: the permutation `σ` of the levels
preserves the weights `w` and reverses the energies `x`, measured from the chemical potential. -/
structure IsSymmetricWindow {ι : Type*} (w x : ι → ℝ) (σ : Equiv.Perm ι) : Prop where
  weight_inv : ∀ i, w (σ i) = w i
  energy_neg : ∀ i, x (σ i) = -x i
```

`moment w x k` is $m_k$ and `onsager w x s n` is $L_n$ for an arbitrary function `s : ℝ → ℝ`, which depends on the level only through its energy.

```lean
variable {ι : Type*} [Fintype ι]

/-- The `k`-th energy moment of the thermal weights. -/
def moment (w x : ι → ℝ) (k : ℕ) : ℝ := ∑ i, w i * x i ^ k

/-- The transport integral `L_n`: the weighted sum of `x^n` times the transport function `s`. -/
def onsager (w x : ι → ℝ) (s : ℝ → ℝ) (n : ℕ) : ℝ := ∑ i, w i * x i ^ n * s (x i)
```

`linearTransport s0 s1` is $s_0 + s_1 x$. `parityPart n s` is the even part of $s$ for even $n$ and the odd part for odd $n$.

```lean
/-- The transport function linear in energy, with value `s0` at zero and slope `s1`. -/
def linearTransport (s0 s1 : ℝ) (y : ℝ) : ℝ := s0 + s1 * y

/-- The even part of `s` for even `n`, the odd part of `s` for odd `n`. -/
def parityPart (n : ℕ) (s : ℝ → ℝ) (y : ℝ) : ℝ := (s y + (-1) ^ n * s (-y)) / 2
```

`mottRatio` is $L_1/L_0$, an energy. `lorenzRatio` is $L_2/L_0 - (L_1/L_0)^2$, an energy squared; it carries no factor $1/(eT)^2$.

```lean
/-- The ratio `L1 / L0`. -/
def mottRatio (w x : ι → ℝ) (s : ℝ → ℝ) : ℝ := onsager w x s 1 / onsager w x s 0

/-- The combination `L2 / L0 - (L1 / L0)^2`. -/
def lorenzRatio (w x : ι → ℝ) (s : ℝ → ℝ) : ℝ :=
  onsager w x s 2 / onsager w x s 0 - mottRatio w x s ^ 2
```

The three transport coefficients are definitions in terms of the $L_n$. No Boltzmann equation or Kubo formula is derived, the quantities are scalars, and phonon heat conduction is absent. The sign convention is charge $-e$, and `T` is a real parameter with no stated link to the weights.

```lean
/-- Electrical conductivity `e^2 L0` for carriers of charge `-e`. -/
def conductivity (e : ℝ) (w x : ι → ℝ) (s : ℝ → ℝ) : ℝ := e ^ 2 * onsager w x s 0

/-- Thermopower `-L1 / (e T L0)` for carriers of charge `-e` at temperature `T`. -/
def thermopower (e T : ℝ) (w x : ι → ℝ) (s : ℝ → ℝ) : ℝ := -(1 / (e * T)) * mottRatio w x s

/-- Electronic thermal conductivity at zero electric current, `(L2 - L1^2 / L0) / T`. -/
def thermalConductivity (T : ℝ) (w x : ι → ℝ) (s : ℝ → ℝ) : ℝ :=
  (onsager w x s 2 - onsager w x s 1 ^ 2 / onsager w x s 0) / T
```

The three-level window of the examples above is given as two vectors indexed by `Fin 3`.

```lean
/-- Weights `1/4, 1/2, 1/4` of a three-level window. -/
def threeLevelWeight : Fin 3 → ℝ := ![1 / 4, 1 / 2, 1 / 4]

/-- Energies `-1, 0, 1` of a three-level window. -/
def threeLevelEnergy : Fin 3 → ℝ := ![-1, 0, 1]
```

### Consequences of the symmetry

`weighted_sum_odd` is the first step by hand. In the proof, `h1` is the relabelling, supplied by `Equiv.sum_comp`, and `h2` is the term-by-term sign change using `weight_inv`, `energy_neg` and the oddness `hf`. The closing `linarith` turns $A = -A$ into $A = 0$.

```lean
variable {w x : ι → ℝ} {σ : Equiv.Perm ι}

/-- In a symmetric window the weighted sum of any odd function of energy vanishes. -/
theorem weighted_sum_odd (h : IsSymmetricWindow w x σ) (f : ℝ → ℝ)
    (hf : ∀ y, f (-y) = -f y) : ∑ i, w i * f (x i) = 0 := by
  -- reindexing by `σ` leaves the sum unchanged and also flips its sign
  have h1 : ∑ i, w (σ i) * f (x (σ i)) = ∑ i, w i * f (x i) :=
    Equiv.sum_comp σ (fun i => w i * f (x i))
  have h2 : ∑ i, w (σ i) * f (x (σ i)) = -∑ i, w i * f (x i) := by
    rw [← Finset.sum_neg_distrib]
    refine Finset.sum_congr rfl fun i _ => ?_
    rw [h.weight_inv, h.energy_neg, hf]
    ring
  linarith
```

`moment_odd` takes $f(y) = y^k$ with $k$ odd.

```lean
/-- In a symmetric window all odd energy moments vanish. -/
theorem moment_odd (h : IsSymmetricWindow w x σ) {k : ℕ} (hk : Odd k) : moment w x k = 0 :=
  weighted_sum_odd h (fun y => y ^ k) (fun y => hk.neg_pow y)
```

`onsager_parityPart` holds for any `s` and needs no normalisation: $L_n$ depends only on the part of $s$ with the parity of $n$. With $c = (-1)^n$ the discarded part is $q(y) = [s(y) - c\,s(-y)]/2$, and $c^2 = 1$ gives $(-y)^n q(-y) = y^n [c\,s(-y) - s(y)]/2 = -y^n q(y)$. This is `hodd`, where `linear_combination` uses `hc`, the identity $c^2 = 1$. Then `h0` makes the weighted sum of $y^n q(y)$ vanish, and that sum is the difference of the two sides. The later theorems do not use this statement.

```lean
/-- In a symmetric window `L_n` is unchanged when the transport function is replaced by its
part with the parity of `n`. -/
theorem onsager_parityPart (h : IsSymmetricWindow w x σ) (s : ℝ → ℝ) (n : ℕ) :
    onsager w x s n = onsager w x (parityPart n s) n := by
  have hodd : ∀ y : ℝ, (-y) ^ n * (s (-y) - (-1) ^ n * s (-(-y))) / 2
      = -(y ^ n * (s y - (-1) ^ n * s (-y)) / 2) := by
    intro y
    have hc : (-1 : ℝ) ^ n * (-1) ^ n = 1 := by
      rw [← mul_pow]
      simp
    rw [neg_neg, neg_pow y n]
    generalize (-1 : ℝ) ^ n = c at hc ⊢
    linear_combination (-(y ^ n * s y) / 2) * hc
  -- the discarded part of the summand is odd in energy
  have h0 : ∑ i, w i * (x i ^ n * (s (x i) - (-1) ^ n * s (-x i)) / 2) = 0 :=
    weighted_sum_odd h (fun y => y ^ n * (s y - (-1) ^ n * s (-y)) / 2) hodd
  unfold onsager
  rw [← sub_eq_zero, ← Finset.sum_sub_distrib]
  refine Eq.trans (Finset.sum_congr rfl fun i _ => ?_) h0
  simp only [parityPart]
  ring
```

### The linear transport function

`onsager_linear` is $L_n = s_0 m_n + s_1 m_{n+1}$, for any weights and energies, checked summand by summand.

```lean
/-- For a linear transport function, `L_n = s0 m_n + s1 m_(n+1)` for arbitrary weights. -/
theorem onsager_linear (w x : ι → ℝ) (s0 s1 : ℝ) (n : ℕ) :
    onsager w x (linearTransport s0 s1) n = s0 * moment w x n + s1 * moment w x (n + 1) := by
  simp only [onsager, moment, linearTransport, Finset.mul_sum, ← Finset.sum_add_distrib]
  refine Finset.sum_congr rfl fun i _ => ?_
  ring
```

`onsager_linear_values` adds the symmetry `h` and the normalisation `hw`. The facts `m0`, `m1`, `m3` are $m_0 = 1$, $m_1 = 0$, $m_3 = 0$, and inserting them in the cases $n = 0, 1, 2$ gives the three values for all $s_0$ and $s_1$.

```lean
/-- For a normalised symmetric window and a linear transport function,
`L0 = s0`, `L1 = s1 m2` and `L2 = s0 m2`. -/
theorem onsager_linear_values (h : IsSymmetricWindow w x σ) (hw : ∑ i, w i = 1) (s0 s1 : ℝ) :
    onsager w x (linearTransport s0 s1) 0 = s0 ∧
    onsager w x (linearTransport s0 s1) 1 = s1 * moment w x 2 ∧
    onsager w x (linearTransport s0 s1) 2 = s0 * moment w x 2 := by
  have m0 : moment w x 0 = 1 := by simpa [moment] using hw
  have m1 : moment w x 1 = 0 := moment_odd h ⟨0, by norm_num⟩
  have m3 : moment w x 3 = 0 := moment_odd h ⟨1, by norm_num⟩
  have e0 : onsager w x (linearTransport s0 s1) 0
      = s0 * moment w x 0 + s1 * moment w x 1 := onsager_linear w x s0 s1 0
  have e1 : onsager w x (linearTransport s0 s1) 1
      = s0 * moment w x 1 + s1 * moment w x 2 := onsager_linear w x s0 s1 1
  have e2 : onsager w x (linearTransport s0 s1) 2
      = s0 * moment w x 2 + s1 * moment w x 3 := onsager_linear w x s0 s1 2
  refine ⟨?_, ?_, ?_⟩
  · rw [e0, m0, m1]
    ring
  · rw [e1, m1]
    ring
  · rw [e2, m3]
    ring
```

The main theorem `mott_and_lorenz` reads: for a normalised symmetric window, any real $s_1$ and $s_0 \neq 0$, the integral $L_0$ is nonzero and the two ratios take the claimed values. Lean sets division by zero to zero, so at $s_0 = 0$ the second identity would read $0 = m_2$; the hypothesis `hs` excludes this, and the first conjunct records that the divisions are genuine. The proof substitutes the three values and cancels $s_0$ in $s_0 m_2/s_0$ with `mul_div_cancel_left₀`.

```lean
/-- For a normalised symmetric window and transport function `s0 + s1 x` with `s0 ≠ 0`:
`L0 ≠ 0`, `L1/L0 = m2 s1/s0` and `L2/L0 - (L1/L0)^2 = m2 - (m2 s1/s0)^2`. -/
theorem mott_and_lorenz (h : IsSymmetricWindow w x σ) (hw : ∑ i, w i = 1) {s0 : ℝ} (s1 : ℝ)
    (hs : s0 ≠ 0) :
    onsager w x (linearTransport s0 s1) 0 ≠ 0 ∧
    mottRatio w x (linearTransport s0 s1) = moment w x 2 * s1 / s0 ∧
    lorenzRatio w x (linearTransport s0 s1)
      = moment w x 2 - (moment w x 2 * s1 / s0) ^ 2 := by
  obtain ⟨h0, h1, h2⟩ := onsager_linear_values h hw s0 s1
  unfold lorenzRatio mottRatio
  rw [h0, h1, h2]
  refine ⟨hs, by ring, ?_⟩
  rw [mul_div_cancel_left₀ _ hs]
  ring
```

`mott_log_derivative` assumes $s_0 > 0$ and states that $\ln s$ is differentiable at zero and that $L_1/L_0$ equals $m_2$ times its derivative there. `hd` gives the slope $s_1$, `hd.log hne` is the chain rule producing $s_1/s(0)$, and `hv` evaluates $s(0) = s_0$.

```lean
/-- For `s0 > 0` the logarithm of the linear transport function is differentiable at zero
energy, and `L1/L0` is `m2` times this logarithmic derivative. -/
theorem mott_log_derivative (h : IsSymmetricWindow w x σ) (hw : ∑ i, w i = 1) {s0 : ℝ}
    (s1 : ℝ) (hs : 0 < s0) :
    DifferentiableAt ℝ (fun y => Real.log (linearTransport s0 s1 y)) 0 ∧
    mottRatio w x (linearTransport s0 s1)
      = moment w x 2 * deriv (fun y => Real.log (linearTransport s0 s1 y)) 0 := by
  have hd : HasDerivAt (linearTransport s0 s1) s1 0 := by
    have h1 : HasDerivAt (fun y : ℝ => s0 + s1 * y) (s1 * 1) 0 :=
      ((hasDerivAt_id' (0 : ℝ)).const_mul s1).const_add s0
    rw [mul_one] at h1
    exact h1
  have hv : linearTransport s0 s1 0 = s0 := by simp [linearTransport]
  have hne : linearTransport s0 s1 0 ≠ 0 := by
    rw [hv]
    exact hs.ne'
  have hl : HasDerivAt (fun y => Real.log (linearTransport s0 s1 y))
      (s1 / linearTransport s0 s1 0) 0 := hd.log hne
  rw [hv] at hl
  refine ⟨hl.differentiableAt, ?_⟩
  rw [hl.deriv, (mott_and_lorenz h hw s1 hs.ne').2.1]
  ring
```

`lorenz_le_and_eq_iff` gives the upper bound $m_2$ from `sq_nonneg`. In the equality case the square vanishes, so the quotient $m_2 s_1/s_0$ vanishes, so its numerator does, since $s_0 \neq 0$.

```lean
/-- For a linear transport function with `s0 ≠ 0`, `L2/L0 - (L1/L0)^2` is at most `m2`, with
equality exactly when the second moment or the slope vanishes. -/
theorem lorenz_le_and_eq_iff (h : IsSymmetricWindow w x σ) (hw : ∑ i, w i = 1) {s0 : ℝ}
    (s1 : ℝ) (hs : s0 ≠ 0) :
    lorenzRatio w x (linearTransport s0 s1) ≤ moment w x 2 ∧
    (lorenzRatio w x (linearTransport s0 s1) = moment w x 2 ↔ moment w x 2 = 0 ∨ s1 = 0) := by
  rw [(mott_and_lorenz h hw s1 hs).2.2]
  refine ⟨by linarith [sq_nonneg (moment w x 2 * s1 / s0)], ?_, ?_⟩
  · intro hE
    have hsq : (moment w x 2 * s1 / s0) ^ 2 = 0 := by linarith
    have hz : moment w x 2 * s1 / s0 = 0 := (pow_eq_zero_iff two_ne_zero).mp hsq
    rcases div_eq_zero_iff.mp hz with h' | h'
    · exact mul_eq_zero.mp h'
    · exact absurd h' hs
  · rintro (h' | h') <;> simp [h']
```

`thermopower_and_thermalConductivity` needs only that $s_0$, $e$ and $T$ are nonzero, not positive. After the substitution, `field_simp` clears the denominators built from $s_0$, $e$ and $T$ in each of the two identities, using `hs`, `he` and `hT`, and closes both goals.

```lean
/-- For a linear transport function with `s0 ≠ 0`, the thermopower obeys
`e T S = -m2 s1/s0`, and the thermal conductivity equals `m2/(e T)^2 - S^2` times the
electrical conductivity times `T`. -/
theorem thermopower_and_thermalConductivity (h : IsSymmetricWindow w x σ) (hw : ∑ i, w i = 1)
    {s0 e T : ℝ} (s1 : ℝ) (hs : s0 ≠ 0) (he : e ≠ 0) (hT : T ≠ 0) :
    e * T * thermopower e T w x (linearTransport s0 s1) = -(moment w x 2 * s1 / s0) ∧
    thermalConductivity T w x (linearTransport s0 s1)
      = (moment w x 2 / (e * T) ^ 2 - thermopower e T w x (linearTransport s0 s1) ^ 2)
        * conductivity e w x (linearTransport s0 s1) * T := by
  obtain ⟨h0, h1, h2⟩ := onsager_linear_values h hw s0 s1
  unfold thermalConductivity thermopower conductivity mottRatio
  rw [h0, h1, h2]
  constructor
  · field_simp
  · field_simp
```

### The positivity bound

`onsager_sq_le` uses neither symmetry, normalisation nor linearity. `key` is the Cauchy–Schwarz inequality for finite sums, and `e0`, `e1`, `e2` identify its three sums with $L_0$, $L_1$, $L_2$; each uses the hypothesis `ha` to square the root away.

```lean
/-- If weight times transport function is nonnegative on every level, then
`L1^2 ≤ L0 L2`. -/
theorem onsager_sq_le (w x : ι → ℝ) (s : ℝ → ℝ) (ha : ∀ i, 0 ≤ w i * s (x i)) :
    onsager w x s 1 ^ 2 ≤ onsager w x s 0 * onsager w x s 2 := by
  -- Cauchy-Schwarz for the vectors √(w s) and √(w s) x
  have key := Finset.sum_mul_sq_le_sq_mul_sq Finset.univ
    (fun i => Real.sqrt (w i * s (x i))) (fun i => Real.sqrt (w i * s (x i)) * x i)
  have e0 : ∑ i, Real.sqrt (w i * s (x i)) ^ 2 = onsager w x s 0 := by
    unfold onsager
    refine Finset.sum_congr rfl fun i _ => ?_
    rw [Real.sq_sqrt (ha i)]
    ring
  have e1 : ∑ i, Real.sqrt (w i * s (x i)) * (Real.sqrt (w i * s (x i)) * x i)
      = onsager w x s 1 := by
    unfold onsager
    refine Finset.sum_congr rfl fun i _ => ?_
    rw [← mul_assoc, Real.mul_self_sqrt (ha i)]
    ring
  have e2 : ∑ i, (Real.sqrt (w i * s (x i)) * x i) ^ 2 = onsager w x s 2 := by
    unfold onsager
    refine Finset.sum_congr rfl fun i _ => ?_
    rw [mul_pow, Real.sq_sqrt (ha i)]
    ring
  rw [← e0, ← e1, ← e2]
  exact key
```

`slope_bound` substitutes the linear values into this inequality and rearranges. It does not assume $s_0 \neq 0$.

```lean
/-- In a normalised symmetric window where weight times the linear transport function is
nonnegative on every level, `(m2 s1)^2 ≤ m2 s0^2`. -/
theorem slope_bound (h : IsSymmetricWindow w x σ) (hw : ∑ i, w i = 1) (s0 s1 : ℝ)
    (ha : ∀ i, 0 ≤ w i * linearTransport s0 s1 (x i)) :
    (moment w x 2 * s1) ^ 2 ≤ moment w x 2 * s0 ^ 2 := by
  obtain ⟨h0, h1, h2⟩ := onsager_linear_values h hw s0 s1
  have cs := onsager_sq_le w x (linearTransport s0 s1) ha
  rw [h0, h1, h2] at cs
  nlinarith [cs]
```

### A window that meets the hypotheses

`symmetricWindow_witness` states that the three-level window is symmetric under `Equiv.swap 0 2`, that this swap is an involution, that the weights sum to one, that $m_2 = \tfrac12$, and that $w_i(2 + x_i) \ge 0$ on each level. The proof evaluates the swap, the weights and the energies on the three levels and checks each condition numerically.

```lean
/-- The three-level window is symmetric under the involution exchanging the outer levels, is
normalised, has second moment `1/2`, and weight times `2 + x` is nonnegative on it. -/
theorem symmetricWindow_witness :
    IsSymmetricWindow threeLevelWeight threeLevelEnergy (Equiv.swap 0 2) ∧
    Function.Involutive (Equiv.swap (0 : Fin 3) 2) ∧
    ∑ i, threeLevelWeight i = 1 ∧
    moment threeLevelWeight threeLevelEnergy 2 = 1 / 2 ∧
    ∀ i, 0 ≤ threeLevelWeight i * linearTransport 2 1 (threeLevelEnergy i) := by
  have hall : ∀ i : Fin 3, i = 0 ∨ i = 1 ∨ i = 2 := by decide
  have r0 : Equiv.swap (0 : Fin 3) 2 0 = 2 := Equiv.swap_apply_left _ _
  have r1 : Equiv.swap (0 : Fin 3) 2 1 = 1 :=
    Equiv.swap_apply_of_ne_of_ne (by decide) (by decide)
  have r2 : Equiv.swap (0 : Fin 3) 2 2 = 0 := Equiv.swap_apply_right _ _
  have w0 : threeLevelWeight 0 = 1 / 4 := rfl
  have w1 : threeLevelWeight 1 = 1 / 2 := rfl
  have w2 : threeLevelWeight 2 = 1 / 4 := rfl
  have x0 : threeLevelEnergy 0 = -1 := rfl
  have x1 : threeLevelEnergy 1 = 0 := rfl
  have x2 : threeLevelEnergy 2 = 1 := rfl
  refine ⟨⟨fun i => ?_, fun i => ?_⟩, fun i => Equiv.swap_apply_self _ _ i, ?_, ?_, fun i => ?_⟩
  · rcases hall i with rfl | rfl | rfl
    · rw [r0, w0, w2]
    · rw [r1]
    · rw [r2, w0, w2]
  · rcases hall i with rfl | rfl | rfl
    · rw [r0, x0, x2, neg_neg]
    · rw [r1, x1, neg_zero]
    · rw [r2, x0, x2]
  · rw [Fin.sum_univ_three, w0, w1, w2]
    norm_num
  · unfold moment
    rw [Fin.sum_univ_three, w0, w1, w2, x0, x1, x2]
    norm_num
  · unfold linearTransport
    rcases hall i with rfl | rfl | rfl
    · rw [w0, x0]
      norm_num
    · rw [w1, x1]
      norm_num
    · rw [w2, x2]
      norm_num

end

end MottWiedemannFranz
```

```lean
#print axioms MottWiedemannFranz.mott_and_lorenz
#print axioms MottWiedemannFranz.mott_log_derivative
#print axioms MottWiedemannFranz.thermopower_and_thermalConductivity
#print axioms MottWiedemannFranz.slope_bound
```

```
'MottWiedemannFranz.mott_and_lorenz' depends on axioms: [propext, Classical.choice, Quot.sound]
'MottWiedemannFranz.mott_log_derivative' depends on axioms: [propext, Classical.choice, Quot.sound]
'MottWiedemannFranz.thermopower_and_thermalConductivity' depends on axioms: [propext, Classical.choice, Quot.sound]
'MottWiedemannFranz.slope_bound' depends on axioms: [propext, Classical.choice, Quot.sound]
```
